# In a harmonic model, extrapolating geometries can miss the minimum that extrapolating energies finds

Let the energy at coordinate $R$ and basis parameter $x$ be

$$E_x(R)=\tfrac12kR^2+x\left(aR+\tfrac12cR^2\right),$$

with $k$, $k+cx$ and $k+cy$ positive and $x\neq y$. Linear extrapolation of the minimizers $R_x$ and $R_y$ to zero basis parameter gives

$$R_{\rm ext}=-\frac{acxy}{(k+cx)(k+cy)}.$$

Extrapolating the energies first gives a surface whose only minimizer is $0$, which is also the minimizer for the complete basis, $x=0$.

## A basis error that changes the force and the force constant

Correlation energies, including those of the random-phase approximation, converge slowly with the basis set and are often extrapolated. Here $x$ measures the incompleteness of the basis, and $x=0$ is the complete basis. The coordinate $R$ is measured from the complete-basis minimum, and $k$ is the force constant there. The basis error adds a force through $a$ and changes the force constant through $c$.

In this one-coordinate model, whose basis error is exactly linear in $x$, minimizing the extrapolated energy and extrapolating the optimized geometries give different values of $R$ when $a$, $c$, $x$ and $y$ are all nonzero.

## Energies first

The line through the points $(x,u)$ and $(y,v)$ has the intercept

$$u-x\,\frac{v-u}{y-x}=\frac{xv-yu}{x-y}.$$

For data of the form $u=A+xB$ and $v=A+yB$ this is

$$\frac{x(A+yB)-y(A+xB)}{x-y}=A.$$

At fixed $R$ the energy has this form, with $A=kR^2/2$ and $B=aR+cR^2/2$. The extrapolated surface is therefore $kR^2/2=E_0(R)$, which for $k>0$ is minimal only at $R=0$.

## Geometries first

Write $K_x=k+cx$. Completing the square gives

$$E_x(R)=\tfrac12K_xR^2+axR=\tfrac12K_x\left(R+\frac{ax}{K_x}\right)^2-\frac{a^2x^2}{2K_x},$$

so for $K_x>0$ the only minimizer is $R_x=-ax/K_x$. Extrapolating two such minimizers gives

$$\frac{xR_y-yR_x}{x-y}=\frac{axy}{x-y}\left(\frac1{K_x}-\frac1{K_y}\right)=\frac{axy\,c(y-x)}{(x-y)K_xK_y}=-\frac{acxy}{K_xK_y}.$$

The energy is linear in $x$, but its minimizer has $x$ in the denominator as well, and a straight line does not follow it when $a$ and $c$ are nonzero.

For positive $k,c,x,y$ the result vanishes exactly when $a=0$. It also equals

$$R_{\rm ext}=\frac{cy}{k+cy}\,R_x=\frac{cx}{k+cx}\,R_y.$$

Both factors lie strictly between $0$ and $1$, so for $a\neq0$ the extrapolated geometry is closer to $0$ than either finite-basis geometry.

## The statement in Lean

`energy k a c x` is the surface $E_x$, and `IsEquilibrium E R` says that $R$ is a global minimizer of `E`. The function `extrapolate x y u v` is the intercept above. It acts on numbers, so the same rule serves energies and geometries.

The main theorem, `geometry_versus_energy_extrapolation`, takes any minimizers `Rx` and `Ry`; their formula is derived. Its three conclusions are the extrapolated geometry, the unique minimizer of the extrapolated surface, and that of the complete-basis surface. Only the three force constants must be positive, so $c$ may be negative.

The last two theorems assume positive $k,c,x,y$ and are stated for the formula `geometry k a c x`, which `isEquilibrium_iff` identifies with the minimizer.

The linear dependence on $x$ and the harmonic form are assumptions of the model, not consequences of a random-phase calculation.

```lean
import Mathlib

namespace BasisExtrapolationGeometry

noncomputable section

/-- The model energy `E_x(R) = k R² / 2 + x (a R + c R² / 2)` at coordinate `R` and
basis parameter `x`; the complete basis is `x = 0`. -/
def energy (k a c x R : ℝ) : ℝ := k * R ^ 2 / 2 + x * (a * R + c * R ^ 2 / 2)

/-- `R` is an equilibrium geometry of the surface `E` if no geometry has lower energy. -/
def IsEquilibrium (E : ℝ → ℝ) (R : ℝ) : Prop := ∀ S, E R ≤ E S

/-- The geometry `-a x / (k + c x)`, for `k + c x ≠ 0`. -/
def geometry (k a c x : ℝ) : ℝ := -(a * x) / (k + c * x)

/-- Two-point linear extrapolation to zero basis parameter of the values `u` at `x`
and `v` at `y`, for `x ≠ y`. -/
def extrapolate (x y u v : ℝ) : ℝ := (x * v - y * u) / (x - y)

/-- For two different basis parameters, linear extrapolation recovers the intercept `A`
of any quantity of the form `A + x B`. -/
theorem extrapolate_affine {x y : ℝ} (hxy : x ≠ y) (A B : ℝ) :
    extrapolate x y (A + x * B) (A + y * B) = A := by
  unfold extrapolate
  rw [div_eq_iff (sub_ne_zero.mpr hxy)]
  ring

/-- For two different basis parameters, extrapolating the energies at a fixed geometry
gives the complete-basis energy at that geometry. -/
theorem energy_extrapolation {k a c x y : ℝ} (hxy : x ≠ y) (R : ℝ) :
    extrapolate x y (energy k a c x R) (energy k a c y R) = energy k a c 0 R := by
  unfold energy
  rw [extrapolate_affine hxy]
  ring

/-- If `k + c x` is nonzero, the energy is its value at `-a x / (k + c x)` plus a
harmonic term with force constant `k + c x`. -/
theorem energy_eq_harmonic {k a c x : ℝ} (hK : k + c * x ≠ 0) (R : ℝ) :
    energy k a c x R = energy k a c x (geometry k a c x)
      + (k + c * x) / 2 * (R - geometry k a c x) ^ 2 := by
  have hG : (k + c * x) * geometry k a c x = -(a * x) := by
    unfold geometry
    field_simp
  unfold energy
  -- the linear term vanishes by the stationarity condition
  linear_combination (R - geometry k a c x) * hG

/-- If the force constant `k + c x` is positive, the only equilibrium geometry of the
energy at basis parameter `x` is `-a x / (k + c x)`. -/
theorem isEquilibrium_iff {k a c x R : ℝ} (hK : 0 < k + c * x) :
    IsEquilibrium (energy k a c x) R ↔ R = geometry k a c x := by
  constructor
  · intro h
    have h1 := h (geometry k a c x)
    have h2 := energy_eq_harmonic (a := a) hK.ne' R
    have h3 : (R - geometry k a c x) ^ 2 ≤ 0 := by
      by_contra hn
      have h4 := mul_pos (half_pos hK) (not_le.mp hn)
      linarith
    have h5 : R - geometry k a c x = 0 :=
      (pow_eq_zero_iff two_ne_zero).mp (le_antisymm h3 (sq_nonneg _))
    linarith
  · intro hR S
    rw [hR]
    have h1 := energy_eq_harmonic (a := a) hK.ne' S
    have h2 := mul_nonneg (half_pos hK).le (sq_nonneg (S - geometry k a c x))
    linarith

/-- For different basis parameters and nonzero `k + c x` and `k + c y`, extrapolating
the two geometries gives `-a c x y / ((k + c x) (k + c y))`. -/
theorem geometry_extrapolation {k a c x y : ℝ} (hxy : x ≠ y)
    (hx : k + c * x ≠ 0) (hy : k + c * y ≠ 0) :
    extrapolate x y (geometry k a c x) (geometry k a c y)
      = -(a * c * x * y) / ((k + c * x) * (k + c * y)) := by
  have hGx : (k + c * x) * geometry k a c x = -(a * x) := by
    unfold geometry
    field_simp
  have hGy : (k + c * y) * geometry k a c y = -(a * y) := by
    unfold geometry
    field_simp
  unfold extrapolate
  rw [div_eq_div_iff (sub_ne_zero.mpr hxy) (mul_ne_zero hx hy)]
  linear_combination x * (k + c * x) * hGy - y * (k + c * y) * hGx

/-- Let `x ≠ y` and let the force constants `k`, `k + c x`, `k + c y` be positive.
Extrapolating the equilibrium geometries gives `-a c x y / ((k + c x) (k + c y))`, while
the extrapolated energy surface and the complete-basis surface both have `0` as their
only equilibrium geometry. -/
theorem geometry_versus_energy_extrapolation {k a c x y Rx Ry : ℝ} (hxy : x ≠ y)
    (hk : 0 < k) (hx : 0 < k + c * x) (hy : 0 < k + c * y)
    (hRx : IsEquilibrium (energy k a c x) Rx)
    (hRy : IsEquilibrium (energy k a c y) Ry) :
    extrapolate x y Rx Ry = -(a * c * x * y) / ((k + c * x) * (k + c * y)) ∧
    (∀ R, IsEquilibrium
      (fun S => extrapolate x y (energy k a c x S) (energy k a c y S)) R ↔ R = 0) ∧
    (∀ R, IsEquilibrium (energy k a c 0) R ↔ R = 0) := by
  have h0 : ∀ R, IsEquilibrium (energy k a c 0) R ↔ R = 0 := by
    intro R
    have h := isEquilibrium_iff (k := k) (a := a) (c := c) (x := 0) (R := R)
      (by simpa using hk)
    simpa [geometry] using h
  -- the extrapolated surface is the complete-basis surface
  have hsurf : (fun S => extrapolate x y (energy k a c x S) (energy k a c y S))
      = energy k a c 0 := funext fun S => energy_extrapolation hxy S
  refine ⟨?_, ?_, h0⟩
  · rw [(isEquilibrium_iff hx).mp hRx, (isEquilibrium_iff hy).mp hRy]
    exact geometry_extrapolation hxy hx.ne' hy.ne'
  · rw [hsurf]
    exact h0

/-- For positive `k`, `c` and different positive basis parameters, the extrapolated
geometry is `0` exactly when the linear coupling `a` vanishes. -/
theorem extrapolated_geometry_eq_zero_iff {k a c x y : ℝ} (hxy : x ≠ y)
    (hk : 0 < k) (hc : 0 < c) (hx : 0 < x) (hy : 0 < y) :
    extrapolate x y (geometry k a c x) (geometry k a c y) = 0 ↔ a = 0 := by
  have hKx : 0 < k + c * x := by positivity
  have hKy : 0 < k + c * y := by positivity
  have hp : 0 < c * x * y := by positivity
  rw [geometry_extrapolation hxy hKx.ne' hKy.ne', div_eq_zero_iff]
  constructor
  · rintro (h | h)
    · have h1 : a * (c * x * y) = 0 := by linear_combination -h
      exact (mul_eq_zero.mp h1).resolve_right hp.ne'
    · exact absurd h (mul_pos hKx hKy).ne'
  · intro h
    left
    rw [h]
    ring

/-- For positive `k`, `c`, different positive basis parameters and `a ≠ 0`, the
extrapolated geometry is strictly closer to `0` than both finite-basis geometries. -/
theorem extrapolated_geometry_improves {k a c x y : ℝ} (hxy : x ≠ y)
    (hk : 0 < k) (hc : 0 < c) (hx : 0 < x) (hy : 0 < y) (ha : a ≠ 0) :
    |extrapolate x y (geometry k a c x) (geometry k a c y)| < |geometry k a c x| ∧
    |extrapolate x y (geometry k a c x) (geometry k a c y)| < |geometry k a c y| := by
  -- a geometry is damped by the factor c v / (k + c v) of the other basis
  have key : ∀ u v : ℝ, 0 < u → 0 < v →
      |-(a * c * u * v) / ((k + c * u) * (k + c * v))| < |geometry k a c u| := by
    intro u v hu hv
    have hKu : 0 < k + c * u := by positivity
    have hKv : 0 < k + c * v := by positivity
    have hG : 0 < |geometry k a c u| :=
      abs_pos.mpr (div_ne_zero (neg_ne_zero.mpr (mul_ne_zero ha hu.ne')) hKu.ne')
    have ht0 : 0 < c * v / (k + c * v) := by positivity
    have ht1 : c * v / (k + c * v) < 1 := by
      rw [div_lt_one hKv]
      linarith
    have hfac : -(a * c * u * v) / ((k + c * u) * (k + c * v))
        = c * v / (k + c * v) * geometry k a c u := by
      unfold geometry
      rw [div_mul_div_comm]
      congr 1 <;> ring
    rw [hfac, abs_mul, abs_of_pos ht0]
    have h := mul_pos (sub_pos.mpr ht1) hG
    linarith
  have hKx : 0 < k + c * x := by positivity
  have hKy : 0 < k + c * y := by positivity
  rw [geometry_extrapolation hxy hKx.ne' hKy.ne']
  refine ⟨key x y hx hy, ?_⟩
  have hswap : -(a * c * x * y) / ((k + c * x) * (k + c * y))
      = -(a * c * y * x) / ((k + c * y) * (k + c * x)) := by
    congr 1 <;> ring
  rw [hswap]
  exact key y x hy hx

end

end BasisExtrapolationGeometry
```

```lean
#print axioms BasisExtrapolationGeometry.geometry_versus_energy_extrapolation
#print axioms BasisExtrapolationGeometry.extrapolated_geometry_eq_zero_iff
#print axioms BasisExtrapolationGeometry.extrapolated_geometry_improves
```

```
'BasisExtrapolationGeometry.geometry_versus_energy_extrapolation' depends on axioms: [propext, Classical.choice, Quot.sound]
'BasisExtrapolationGeometry.extrapolated_geometry_eq_zero_iff' depends on axioms: [propext, Classical.choice, Quot.sound]
'BasisExtrapolationGeometry.extrapolated_geometry_improves' depends on axioms: [propext, Classical.choice, Quot.sound]
```

## From the square to the extrapolated geometry

`extrapolate_affine` is the intercept calculation, and `energy_extrapolation` applies it at each $R$.

`energy_eq_harmonic` completes the square. Its auxiliary equation `hG` is the stationarity condition $K_xR_x=-ax$, and `linear_combination` uses it to cancel the linear term. In `isEquilibrium_iff`, comparing a minimizer with $R_x$ forces the squared displacement to be at most zero, hence zero. Conversely, the harmonic term is never negative, so $R_x$ is a minimizer.

`geometry_extrapolation` clears denominators and combines the stationarity conditions for $x$ and $y$. The main theorem replaces `Rx` and `Ry` by their formulas and applies this lemma. For the surfaces, `hsurf` shows that the extrapolated energy and `energy k a c 0` are the same function, so they have the same minimizers.

`extrapolated_geometry_eq_zero_iff` divides out the positive product $cxy$. In `extrapolated_geometry_improves`, the step `hfac` extracts the damping factor, and `key` is used twice, with the two basis parameters exchanged the second time.
